# Every pure state of three fermions in five spin orbitals has a fully occupied natural orbital

Put three fermions into five spin orbitals and let them interact as strongly as you like. Their natural orbitals are the eigenvectors of the one-particle density matrix, and the eigenvalues are the occupations. I would expect that a suitable pure state could spread the fermions evenly, with occupation 3/5 in every natural orbital. That respects the Pauli principle, since all occupations lie between 0 and 1 and add up to 3. Yet I am told that no pure state does this, because one natural orbital is always exactly full. Can this be derived by elementary means, and can the argument be made rigorous and machine-checked?

## Yes: a singular skew matrix supplies the full orbital

Let $\psi_{ijk}$ be antisymmetric, with $\sum_{ijk}|\psi_{ijk}|^2=1$ over all ordered triples, and let its one-particle density matrix be
$$g_{il}=3\sum_{jk}\psi_{ijk}\overline{\psi_{ljk}}.$$
Adding a particle in orbital $v$ gives, up to normalisation,
$$W_{ijkl}=v_i\psi_{jkl}-v_j\psi_{ikl}+v_k\psi_{ijl}-v_l\psi_{ijk}.$$

**If $W=0$, then $gv=v$.** Multiply $W_{iljk}$ by $\overline{\psi_{ljk}}$ and sum over $l,j,k$. With $S_i=\sum_{ljk}v_l\psi_{ijk}\overline{\psi_{ljk}}$, the four terms are:

- $v_i\sum|\psi_{ljk}|^2=v_i$;
- $-S_i$;
- $\sum v_j\psi_{ilk}\overline{\psi_{ljk}}=-S_i$, by exchanging the names $l$ and $j$ and using $\psi_{jlk}=-\psi_{ljk}$;
- $-\sum v_k\psi_{ilj}\overline{\psi_{ljk}}=-S_i$, because $\psi_{ljk}=\psi_{klj}$.

Hence $0=v_i-3S_i=v_i-(gv)_i$. This holds for any number of orbitals.

**On five orbitals such a $v$ exists.** Three occupied orbitals leave two holes, so $\psi$ can be stored in a skew $5\times5$ matrix. For $a<b$ set $A_{ab}=(-1)^{a+b+1}\psi_{cde}$, where $c<d<e$ are the other three labels from $0,\dots,4$, and set $A_{ba}=-A_{ab}$. Then
$$\det A=\det A^T=\det(-A)=(-1)^5\det A,$$
so $\det A=0$ and some $v\neq0$ satisfies $Av=0$. The first row reads
$$\psi_{234}v_1-\psi_{134}v_2+\psi_{124}v_3-\psi_{123}v_4=W_{1234}=0.$$
In general, row $a$ is $(-1)^a$ times $W$ on the four labels other than $a$, in increasing order. So $W$ vanishes on all five increasing quadruples. Since $W$ is antisymmetric, it vanishes everywhere, and $gv=v$.

**The even distribution is excluded.** If $g=\tfrac35\mathbf 1$, then $\tfrac35v=v$ forces $v=0$, a contradiction.

The signs in $A$ need care. Without the factor $(-1)^{a+b+1}$ the matrix is still skew and singular, so the determinant step raises no alarm. Its kernel vectors, however, have entries $(-1)^av_a$ in place of $v_a$, and in general these do not make $W$ vanish.

## What the Lean statements say

An amplitude is a function `ψ` of three orbital labels with complex values. `IsState ψ` requires a sign change under exchange of neighbouring arguments, which generates full antisymmetry, and unit norm over all ordered triples. With this norm, the factor 3 in `oneBody` gives $g$ trace 3. The labels in `Fin 5` are spin orbitals, each holding at most one fermion.

`exists_fully_occupied_orbital` says that every such state has a `v ≠ 0` with `oneBody ψ *ᵥ v = v`. The vector is not normalised; $v/\|v\|$ is a natural orbital with occupation 1.

`pauli_bounds_insufficient` has four parts. Two `PosSemidef` statements express $0\le g\le1$ for $g=\tfrac35\mathbf 1$, the third gives trace 3, and the last says that no `ψ` satisfying `IsState` has this density matrix.

Two explicit states accompany the theorem:

- `fiveOrbital_witness` treats $(|012\rangle+|034\rangle)/\sqrt2$, with occupations $1,\tfrac12,\tfrac12,\tfrac12,\tfrac12$.
- `sixOrbital_sharpness` treats $(|012\rangle+|345\rangle)/\sqrt2$ on six orbitals. Here $g=\tfrac12\mathbf 1$, so no orbital is full and the five-orbital conclusion fails.

No Hamiltonian appears, and the result does not characterise which matrices $g$ do come from pure states. For density-matrix methods that aim at a pure state, it shows in this finite model of three fermions and five orbitals that Pauli's bounds and the trace condition admit too much.

The restriction to pure states matters. Had `pauli_bounds_insufficient` been stated for ensembles, its last part would be false: the equal mixture of all ten determinants has $g=\tfrac35\mathbf 1$, since each orbital is occupied in six of them.

```lean
import Mathlib

open Matrix
open scoped ComplexConjugate ComplexOrder

namespace ThreeFermionsFiveOrbitals

noncomputable section

/-- A normalised three-fermion amplitude: it changes sign under exchange of neighbouring
particles and has unit norm. -/
structure IsState {n : Type*} [Fintype n] (ψ : n → n → n → ℂ) : Prop where
  swap12 : ∀ i j k, ψ j i k = -ψ i j k
  swap23 : ∀ i j k, ψ i k j = -ψ i j k
  norm_one : ∑ i, ∑ j, ∑ k, ‖ψ i j k‖ ^ 2 = 1

/-- The one-particle density matrix of a three-particle amplitude. -/
def oneBody {n : Type*} [Fintype n] (ψ : n → n → n → ℂ) : Matrix n n ℂ :=
  Matrix.of fun i l => 3 * ∑ j, ∑ k, ψ i j k * conj (ψ l j k)

/-- The unnormalised four-particle amplitude made by adding a fermion in orbital `v`. -/
def addOrbital {n : Type*} (v : n → ℂ) (ψ : n → n → n → ℂ) (i j k l : n) : ℂ :=
  v i * ψ j k l - v j * ψ i k l + v k * ψ i j l - v l * ψ i j k

/-- The amplitude on five orbitals, rewritten as a skew matrix labelled by the two holes. -/
def holeForm (ψ : Fin 5 → Fin 5 → Fin 5 → ℂ) : Matrix (Fin 5) (Fin 5) ℂ :=
  !![0, ψ 2 3 4, -ψ 1 3 4, ψ 1 2 4, -ψ 1 2 3;
     -ψ 2 3 4, 0, ψ 0 3 4, -ψ 0 2 4, ψ 0 2 3;
     ψ 1 3 4, -ψ 0 3 4, 0, ψ 0 1 4, -ψ 0 1 3;
     -ψ 1 2 4, ψ 0 2 4, -ψ 0 1 4, 0, ψ 0 1 2;
     ψ 1 2 3, -ψ 0 2 3, ψ 0 1 3, -ψ 0 1 2, 0]

/-- If no further fermion can be added in orbital `v`, then `v` is reproduced by the
one-particle density matrix, for any number of orbitals. -/
theorem oneBody_mulVec_of_addOrbital {n : Type*} [Fintype n] {ψ : n → n → n → ℂ}
    (h : IsState ψ) {v : n → ℂ} (hv : ∀ i j k l, addOrbital v ψ i j k l = 0) :
    oneBody ψ *ᵥ v = v := by
  ext i
  have hN : ∑ l, ∑ j, ∑ k, ψ l j k * conj (ψ l j k) = 1 := by
    simp_rw [Complex.mul_conj, Complex.normSq_eq_norm_sq]
    exact_mod_cast h.norm_one
  have hg : (oneBody ψ *ᵥ v) i
      = 3 * ∑ l, ∑ j, ∑ k, v l * ψ i j k * conj (ψ l j k) := by
    simp only [Matrix.mulVec, dotProduct, oneBody, Matrix.of_apply, Finset.mul_sum,
      Finset.sum_mul]
    refine Finset.sum_congr rfl fun l _ => Finset.sum_congr rfl fun j _ =>
      Finset.sum_congr rfl fun k _ => ?_
    ring
  -- relabelling the summed particles turns each exchange term into the direct one
  have hB : ∑ l, ∑ j, ∑ k, v j * ψ i l k * conj (ψ l j k)
      = -∑ l, ∑ j, ∑ k, v l * ψ i j k * conj (ψ l j k) := by
    rw [Finset.sum_comm]
    simp only [← Finset.sum_neg_distrib]
    refine Finset.sum_congr rfl fun a _ => Finset.sum_congr rfl fun b _ =>
      Finset.sum_congr rfl fun c _ => ?_
    rw [h.swap12 a b c, map_neg]
    ring
  have hC : ∑ l, ∑ j, ∑ k, v k * ψ i l j * conj (ψ l j k)
      = ∑ l, ∑ j, ∑ k, v l * ψ i j k * conj (ψ l j k) := by
    calc _ = ∑ l, ∑ k, ∑ j, v k * ψ i l j * conj (ψ l j k) :=
          Finset.sum_congr rfl fun l _ => Finset.sum_comm
      _ = ∑ k, ∑ l, ∑ j, v k * ψ i l j * conj (ψ l j k) := Finset.sum_comm
      _ = _ := by
          refine Finset.sum_congr rfl fun a _ => Finset.sum_congr rfl fun b _ =>
            Finset.sum_congr rfl fun c _ => ?_
          rw [h.swap23 b a c, h.swap12 a b c, neg_neg]
  have key : ∑ l, ∑ j, ∑ k, addOrbital v ψ i l j k * conj (ψ l j k)
      = v i * (∑ l, ∑ j, ∑ k, ψ l j k * conj (ψ l j k))
        - (∑ l, ∑ j, ∑ k, v l * ψ i j k * conj (ψ l j k))
        + (∑ l, ∑ j, ∑ k, v j * ψ i l k * conj (ψ l j k))
        - ∑ l, ∑ j, ∑ k, v k * ψ i l j * conj (ψ l j k) := by
    simp only [Finset.mul_sum, ← Finset.sum_sub_distrib, ← Finset.sum_add_distrib]
    refine Finset.sum_congr rfl fun l _ => Finset.sum_congr rfl fun j _ =>
      Finset.sum_congr rfl fun k _ => ?_
    unfold addOrbital
    ring
  simp only [hv, zero_mul, Finset.sum_const_zero] at key
  rw [hN, hB, hC] at key
  rw [hg]
  linear_combination key

/-- An antisymmetric four-particle amplitude that vanishes on increasing orbital labels
vanishes everywhere. -/
theorem eq_zero_of_sorted {n : Type*} [LinearOrder n] (W : n → n → n → n → ℂ)
    (h1 : ∀ i j k l, W j i k l = -W i j k l) (h2 : ∀ i j k l, W i k j l = -W i j k l)
    (h3 : ∀ i j k l, W i j l k = -W i j k l)
    (hs : ∀ i j k l, i < j → j < k → k < l → W i j k l = 0) (i j k l : n) :
    W i j k l = 0 := by
  have d1 : ∀ i k l, W i i k l = 0 := fun i k l => by
    linear_combination (1 / 2) * h1 i i k l
  have d2 : ∀ i j l, W i j j l = 0 := fun i j l => by
    linear_combination (1 / 2) * h2 i j j l
  have d3 : ∀ i j k, W i j k k = 0 := fun i j k => by
    linear_combination (1 / 2) * h3 i j k k
  -- insertion sort: place the first label, then the second, then the third
  have A : ∀ i j k l, j < k → k < l → W i j k l = 0 := by
    intro i j k l hjk hkl
    rcases lt_trichotomy i j with h | rfl | h
    · exact hs _ _ _ _ h hjk hkl
    · exact d1 _ _ _
    rw [h1 j i k l, neg_eq_zero]
    rcases lt_trichotomy i k with h' | rfl | h'
    · exact hs _ _ _ _ h h' hkl
    · exact d2 _ _ _
    rw [h2 j k i l, neg_eq_zero]
    rcases lt_trichotomy i l with h'' | rfl | h''
    · exact hs _ _ _ _ hjk h' h''
    · exact d3 _ _ _
    rw [h3 j k l i, neg_eq_zero]
    exact hs _ _ _ _ hjk hkl h''
  have B : ∀ i j k l, k < l → W i j k l = 0 := by
    intro i j k l hkl
    rcases lt_trichotomy j k with h | rfl | h
    · exact A _ _ _ _ h hkl
    · exact d2 _ _ _
    rw [h2 i k j l, neg_eq_zero]
    rcases lt_trichotomy j l with h' | rfl | h'
    · exact A _ _ _ _ h h'
    · exact d3 _ _ _
    rw [h3 i k l j, neg_eq_zero]
    exact A _ _ _ _ hkl h'
  rcases lt_trichotomy k l with h | rfl | h
  · exact B _ _ _ _ h
  · exact d3 _ _ _
  · rw [h3 i j l k, neg_eq_zero]
    exact B _ _ _ _ h

/-- For every pure state of three fermions on five orbitals there is an orbital in which no further
fermion can be added. -/
theorem exists_blocked_orbital {ψ : Fin 5 → Fin 5 → Fin 5 → ℂ} (h : IsState ψ) :
    ∃ v : Fin 5 → ℂ, v ≠ 0 ∧ ∀ i j k l, addOrbital v ψ i j k l = 0 := by
  -- a skew matrix of odd size is singular
  have hskew : (holeForm ψ)ᵀ = -holeForm ψ := by
    ext i j
    fin_cases i <;> fin_cases j <;> simp [holeForm]
  have hdet : (holeForm ψ).det = 0 := by
    have d := Matrix.det_transpose (holeForm ψ)
    rw [hskew, Matrix.det_neg, Fintype.card_fin] at d
    linear_combination (-1 / 2) * d
  obtain ⟨v, hv0, hv⟩ := Matrix.exists_mulVec_eq_zero_iff.mpr hdet
  refine ⟨v, hv0, eq_zero_of_sorted _ ?_ ?_ ?_ ?_⟩
  · intro i j k l
    unfold addOrbital
    linear_combination v k * h.swap12 i j l - v l * h.swap12 i j k
  · intro i j k l
    unfold addOrbital
    linear_combination v i * h.swap12 j k l - v l * h.swap23 i j k
  · intro i j k l
    unfold addOrbital
    linear_combination v i * h.swap23 j k l - v j * h.swap23 i k l
  -- the five kernel equations are the five increasing quadruples
  have e : ∀ a, ∑ b, holeForm ψ a b * v b = 0 := fun a => congrFun hv a
  simp only [Fin.sum_univ_five] at e
  have e0 : 0 * v 0 + ψ 2 3 4 * v 1 + -ψ 1 3 4 * v 2 + ψ 1 2 4 * v 3
    + -ψ 1 2 3 * v 4 = 0 := e 0
  have e1 : -ψ 2 3 4 * v 0 + 0 * v 1 + ψ 0 3 4 * v 2 + -ψ 0 2 4 * v 3
    + ψ 0 2 3 * v 4 = 0 := e 1
  have e2 : ψ 1 3 4 * v 0 + -ψ 0 3 4 * v 1 + 0 * v 2 + ψ 0 1 4 * v 3
    + -ψ 0 1 3 * v 4 = 0 := e 2
  have e3 : -ψ 1 2 4 * v 0 + ψ 0 2 4 * v 1 + -ψ 0 1 4 * v 2 + 0 * v 3
    + ψ 0 1 2 * v 4 = 0 := e 3
  have e4 : ψ 1 2 3 * v 0 + -ψ 0 2 3 * v 1 + ψ 0 1 3 * v 2 + -ψ 0 1 2 * v 3
    + 0 * v 4 = 0 := e 4
  have cases5 : ∀ i j k l : Fin 5, i < j → j < k → k < l →
      (i = 1 ∧ j = 2 ∧ k = 3 ∧ l = 4) ∨ (i = 0 ∧ j = 2 ∧ k = 3 ∧ l = 4) ∨
      (i = 0 ∧ j = 1 ∧ k = 3 ∧ l = 4) ∨ (i = 0 ∧ j = 1 ∧ k = 2 ∧ l = 4) ∨
      (i = 0 ∧ j = 1 ∧ k = 2 ∧ l = 3) := by decide +kernel
  intro i j k l hij hjk hkl
  unfold addOrbital
  rcases cases5 i j k l hij hjk hkl with ⟨rfl, rfl, rfl, rfl⟩ | ⟨rfl, rfl, rfl, rfl⟩ |
    ⟨rfl, rfl, rfl, rfl⟩ | ⟨rfl, rfl, rfl, rfl⟩ | ⟨rfl, rfl, rfl, rfl⟩
  · linear_combination e0
  · linear_combination -e1
  · linear_combination e2
  · linear_combination -e3
  · linear_combination e4

/-- The one-particle density matrix of every pure state of three fermions on five orbitals
has eigenvalue 1. -/
theorem exists_fully_occupied_orbital {ψ : Fin 5 → Fin 5 → Fin 5 → ℂ} (h : IsState ψ) :
    ∃ v : Fin 5 → ℂ, v ≠ 0 ∧ oneBody ψ *ᵥ v = v := by
  obtain ⟨v, hv0, hv⟩ := exists_blocked_orbital h
  exact ⟨v, hv0, oneBody_mulVec_of_addOrbital h hv⟩

/-- The matrix 3/5 times the identity lies between 0 and 1 and has trace 3, but it is not the
one-particle density matrix of any pure state of three fermions on five orbitals. -/
theorem pauli_bounds_insufficient :
    ((3 / 5 : ℂ) • (1 : Matrix (Fin 5) (Fin 5) ℂ)).PosSemidef ∧
    (1 - (3 / 5 : ℂ) • (1 : Matrix (Fin 5) (Fin 5) ℂ)).PosSemidef ∧
    ((3 / 5 : ℂ) • (1 : Matrix (Fin 5) (Fin 5) ℂ)).trace = 3 ∧
    ∀ ψ : Fin 5 → Fin 5 → Fin 5 → ℂ, IsState ψ → oneBody ψ ≠ (3 / 5 : ℂ) • 1 := by
  have p3 : (0 : ℂ) ≤ 3 / 5 := by
    have : (0 : ℂ) ≤ ((3 / 5 : ℝ) : ℂ) := Complex.zero_le_real.mpr (by norm_num)
    push_cast at this
    exact this
  have p2 : (0 : ℂ) ≤ 2 / 5 := by
    have : (0 : ℂ) ≤ ((2 / 5 : ℝ) : ℂ) := Complex.zero_le_real.mpr (by norm_num)
    push_cast at this
    exact this
  refine ⟨Matrix.PosSemidef.one.smul p3, ?_, ?_, ?_⟩
  · have : 1 - (3 / 5 : ℂ) • (1 : Matrix (Fin 5) (Fin 5) ℂ) = (2 / 5 : ℂ) • 1 := by module
    rw [this]
    exact Matrix.PosSemidef.one.smul p2
  · rw [Matrix.trace_smul, Matrix.trace_one, Fintype.card_fin, smul_eq_mul]
    norm_num
  · intro ψ h hg
    obtain ⟨v, hv0, hv⟩ := exists_fully_occupied_orbital h
    rw [hg] at hv
    apply hv0
    ext i
    have h2 : (3 / 5 : ℂ) * v i = v i := by
      simpa only [Matrix.smul_mulVec, Matrix.one_mulVec, Pi.smul_apply, smul_eq_mul]
        using congrFun hv i
    change v i = 0
    linear_combination (-5 / 2) * h2

/-- An integer amplitude table divided by the square root of 12. -/
def scaled {n : Type*} (a : n → n → n → ℤ) (i j k : n) : ℂ :=
  (a i j k : ℂ) / ((√12 : ℝ) : ℂ)

/-- An antisymmetric integer table with squared norm 12 gives a normalised state. -/
theorem isState_scaled {n : Type*} [Fintype n] (a : n → n → n → ℤ)
    (h1 : ∀ i j k, a j i k = -a i j k) (h2 : ∀ i j k, a i k j = -a i j k)
    (hn : ∑ i, ∑ j, ∑ k, a i j k ^ 2 = 12) : IsState (scaled a) := by
  refine ⟨fun i j k => ?_, fun i j k => ?_, ?_⟩
  · simp only [scaled, h1 i j k, Int.cast_neg, neg_div]
  · simp only [scaled, h2 i j k, Int.cast_neg, neg_div]
  · have t : ∀ i j k, ‖scaled a i j k‖ ^ 2 = (a i j k : ℝ) ^ 2 / 12 := fun i j k => by
      rw [scaled, norm_div, Complex.norm_intCast, Complex.norm_real, Real.norm_eq_abs,
        div_pow, sq_abs, sq_abs, Real.sq_sqrt (by norm_num)]
    have hr : ∑ i, ∑ j, ∑ k, (a i j k : ℝ) ^ 2 = 12 := by exact_mod_cast hn
    simp only [t, ← Finset.sum_div]
    rw [hr]
    norm_num

/-- The density matrix of a scaled integer table is a quarter of its integer contraction. -/
theorem oneBody_scaled {n : Type*} [Fintype n] (a : n → n → n → ℤ) (i l : n) :
    oneBody (scaled a) i l = ((∑ j, ∑ k, a i j k * a l j k : ℤ) : ℂ) / 4 := by
  have t : ∀ j k, scaled a i j k * conj (scaled a l j k)
      = ((a i j k : ℂ) * (a l j k : ℂ)) / 12 := fun j k => by
    rw [scaled, scaled, map_div₀, Complex.conj_ofReal, map_intCast, div_mul_div_comm,
      ← Complex.ofReal_mul, Real.mul_self_sqrt (by norm_num)]
    norm_num
  simp only [oneBody, Matrix.of_apply, t, ← Finset.sum_div]
  push_cast
  ring

/-- The pair table with entries on orbitals 1, 2 and on orbitals 3, 4. -/
def pairTable (j k : Fin 5) : ℤ :=
  if (j = 1 ∧ k = 2) ∨ (j = 3 ∧ k = 4) then 1
  else if (j = 2 ∧ k = 1) ∨ (j = 4 ∧ k = 3) then -1 else 0

/-- Orbital 0 combined antisymmetrically with the pair table. -/
def fiveTable (i j k : Fin 5) : ℤ :=
  (if i = 0 then pairTable j k else 0) - (if j = 0 then pairTable i k else 0)
    + (if k = 0 then pairTable i j else 0)

/-- The sum of the determinants on orbitals 0, 1, 2 and on orbitals 3, 4, 5. -/
def sixTable (i j k : Fin 6) : ℤ :=
  if (i.val < 3 ↔ j.val < 3) ∧ (j.val < 3 ↔ k.val < 3) then
    Int.sign (((j.val : ℤ) - i.val) * ((k.val : ℤ) - i.val) * ((k.val : ℤ) - j.val))
  else 0

/-- An explicit state on five orbitals has occupation 1 in orbital 0 and 1/2 in each of the
other four. -/
theorem fiveOrbital_witness : IsState (scaled fiveTable) ∧
    oneBody (scaled fiveTable) = Matrix.diagonal fun i => if i = 0 then 1 else 1 / 2 := by
  refine ⟨isState_scaled _ (by decide +kernel) (by decide +kernel) (by decide +kernel), ?_⟩
  have key : ∀ i l, ∑ j, ∑ k, fiveTable i j k * fiveTable l j k
      = if i = l then (if i = 0 then 4 else 2) else 0 := by decide +kernel
  ext i l
  rw [oneBody_scaled, key, Matrix.diagonal_apply]
  split_ifs <;> norm_num

/-- On six orbitals an explicit three-fermion state has density matrix 1/2 times the identity,
and no nonzero orbital is fully occupied. -/
theorem sixOrbital_sharpness : IsState (scaled sixTable) ∧
    oneBody (scaled sixTable) = (1 / 2 : ℂ) • 1 ∧
    ∀ v, oneBody (scaled sixTable) *ᵥ v = v → v = 0 := by
  have key : ∀ i l, ∑ j, ∑ k, sixTable i j k * sixTable l j k
      = if i = l then 2 else 0 := by decide +kernel
  have hg : oneBody (scaled sixTable) = (1 / 2 : ℂ) • 1 := by
    ext i l
    rw [oneBody_scaled, key, Matrix.smul_apply, Matrix.one_apply, smul_eq_mul]
    split_ifs <;> norm_num
  refine ⟨isState_scaled _ (by decide +kernel) (by decide +kernel) (by decide +kernel),
    hg, fun v hv => ?_⟩
  rw [hg] at hv
  ext i
  have h2 : (1 / 2 : ℂ) * v i = v i := by
    simpa only [Matrix.smul_mulVec, Matrix.one_mulVec, Pi.smul_apply, smul_eq_mul]
      using congrFun hv i
  change v i = 0
  linear_combination (-2) * h2

end

end ThreeFermionsFiveOrbitals
```

```lean
#print axioms ThreeFermionsFiveOrbitals.exists_fully_occupied_orbital
#print axioms ThreeFermionsFiveOrbitals.pauli_bounds_insufficient
#print axioms ThreeFermionsFiveOrbitals.sixOrbital_sharpness
```

```
'ThreeFermionsFiveOrbitals.exists_fully_occupied_orbital' depends on axioms: [propext, Classical.choice, Quot.sound]
'ThreeFermionsFiveOrbitals.pauli_bounds_insufficient' depends on axioms: [propext, Classical.choice, Quot.sound]
'ThreeFermionsFiveOrbitals.sixOrbital_sharpness' depends on axioms: [propext, Classical.choice, Quot.sound]
```

## How the proof follows the derivation

`oneBody_mulVec_of_addOrbital` is the contraction argument. Inside it, `hN` is the norm, `hg` writes $(gv)_i$ as $3S_i$, and `hB` and `hC` relabel the two exchange sums. `key` expands the contraction into its four terms, and `linear_combination key` finishes the algebra.

`eq_zero_of_sorted` justifies checking only increasing quadruples. Antisymmetry makes $W$ vanish when neighbouring labels coincide. Otherwise the proof sorts the labels by neighbouring exchanges, each of which costs only a sign.

`exists_blocked_orbital` builds the kernel vector. `holeForm` is the matrix $A$, and `hskew` and `hdet` are the skewness and determinant steps. `Matrix.exists_mulVec_eq_zero_iff` then turns the zero determinant into a nonzero `v`. The equations `e0` to `e4` are the rows of $Av=0$, and `cases5` lists the five increasing quadruples. The alternating signs in the final `linear_combination` lines are the factors $(-1)^a$.

The main theorem joins these results, and `pauli_bounds_insufficient` applies it to $\tfrac35\mathbf 1$.

For the explicit states, amplitudes are integer tables divided by $\sqrt{12}$: two determinants with six orderings each give twelve entries $\pm1$. `isState_scaled` transfers antisymmetry and norm from the table to the state. `oneBody_scaled` reduces $g$ to an integer sum divided by 4, because $3/12=1/4$. The remaining finite integer checks are evaluated by `decide +kernel`.
